# Moments of a finite Hermitian matrix's spectrum about a reference energy, as traces

For a finite real or complex Hermitian matrix `V` and a real reference energy `b`, the theorem says that the trace of `(V - b)^k` equals the sum of `(λ_i - b)^k` over the eigenvalues `λ_i` of `V`, counted with multiplicity. Here `b` stands for `b` times the identity, and `k` is any natural number. These are the unnormalised moments of the levels about `b`: the sum is not divided by their number. The attempt writes the shifted matrix as a diagonal matrix conjugated by the eigenvector unitary of `V`, takes the power inside the conjugation, and removes the unitary by cyclicity of the trace.

An attempt in Lean 4 with a fault in it:

```lean
import Mathlib

open Matrix

namespace TraceSubPow

noncomputable section

variable {𝕜 : Type*} [RCLike 𝕜]

/-- For a Hermitian matrix of any size, the trace of `(V - b)^k` is the sum over the levels of the
`k`-th powers of their signed displacements from the real reference energy `b`. -/
theorem trace_sub_pow {n : Type*} [Fintype n] [DecidableEq n] {V : Matrix n n 𝕜}
    (hV : V.IsHermitian) (b : ℝ) (k : ℕ) :
    ((V - (b : 𝕜) • (1 : Matrix n n 𝕜)) ^ k).trace
      = ((∑ i, (hV.eigenvalues i - b) ^ k : ℝ) : 𝕜) := by
  have hd : diagonal (fun i => ((hV.eigenvalues i - b : ℝ) : 𝕜))
      = diagonal (RCLike.ofReal ∘ hV.eigenvalues) - (b : 𝕜) • (1 : Matrix n n 𝕜) := by
    ext i j
    by_cases hij : i = j
    · subst hij
      simp
    · simp [hij]
  -- the shifted matrix is diagonal in the eigenbasis of `V`
  have h : V - (b : 𝕜) • (1 : Matrix n n 𝕜)
      = Unitary.conjStarAlgAut 𝕜 _ hV.eigenvectorUnitary
          (diagonal (fun i => ((hV.eigenvalues i - b : ℝ) : 𝕜))) := by
    rw [hd, map_sub, map_smul, map_one, ← hV.spectral_theorem]
  -- the trace does not depend on the basis
  rw [h, ← map_pow, Unitary.conjStarAlgAut_apply, Matrix.trace_mul_cycle,
    Unitary.coe_star_mul_self, one_mul, Matrix.diagonal_pow, Matrix.trace_diagonal]
  simp

end

end TraceSubPow
```

Lean reports:

```
Main.lean:21:4: error: unsolved goals
case pos
𝕜 : Type u_1
inst✝² : RCLike 𝕜
n : Type u_2
inst✝¹ : Fintype n
inst✝ : DecidableEq n
V : Matrix n n 𝕜
hV : V.IsHermitian
b : ℝ
k : ℕ
i : n
⊢ (algebraMap ℝ 𝕜) b = b • 1
```

What went wrong. The error lies in the auxiliary identity `hd`, which says that the diagonal matrix of shifted eigenvalues is the diagonal matrix of eigenvalues minus `b` times the identity. The proof compares entries, and the message concerns the diagonal ones, where `i = j`. There `simp` reduces the equation but does not close it, leaving `(algebraMap ℝ 𝕜) b = b • 1`.

This goal is true. Both sides are the real number `b` regarded as an element of `𝕜`: the left applies the canonical map from `ℝ` to `𝕜`, and the right multiplies the unit of `𝕜` by the real scalar `b`. The `simp` call did not bring these two forms together, so the case ended with a goal unsolved.

The added line supplies the missing equality. `Algebra.algebraMap_eq_smul_one b` states exactly that the algebra map sends `b` to `b • 1`, and `exact` closes the goal with it. The rest of the proof is unchanged.

The change, after which it compiles:

```diff
@@ -21,4 +21,5 @@
     · subst hij
       simp
+      exact Algebra.algebraMap_eq_smul_one b
     · simp [hij]
   -- the shifted matrix is diagonal in the eigenbasis of `V`
```
